# An electrode with current $x^3-ax$ behind a series resistance $R>0$ has a unique steady state at every voltage if and only if $aR\le 1$

Let an electrode at potential $x$ carry the current $f(x)=x^3-ax$, with $a$ real, and let it be connected in series with a resistance $R>0$. The steady-state equation

$$x+R\,f(x)=U$$

has exactly one real solution for every applied voltage $U$ if and only if $aR\le 1$. When $aR>1$, several steady states coexist at the voltages with $27RU^2\le 4(aR-1)^3$.

## The falling branch and the load

For $a>0$ the characteristic is N-shaped: the current falls with rising potential for $|x|<\sqrt{a/3}$. Such a branch can arise when a film or an adsorbate blocks the surface as the potential rises. The cubic is a postulated model of this shape, and $a$ is the size of the negative differential conductance at its centre. For $a\le 0$ there is no falling branch.

The units are scaled so that the cubic coefficient is one, and potential and current are counted from the centre of the characteristic. Accordingly, $U$ is counted from the voltage at which the circuit can rest at that centre.

The applied voltage is shared between the electrode and the ohmic drop $Rf(x)$. For $a>0$ the criterion compares the steepest fall of the characteristic, $a$, with the rate $1/R$ at which the load line $(U-x)/R$ falls. In a simulation of this one-variable model, $aR\le 1$ means that any root a solver finds is the only steady state; for $aR>1$ the root found may depend on the starting guess.

## A steady state at every voltage

Write $b=aR-1$ and $g(x)=x+Rf(x)=Rx^3-bx$. We call $g$ the load curve: it gives the applied voltage at which $x$ is a steady state. Choose $M$ with $M\ge 1$, $M\ge |U|$ and $RM\ge |b|+1$. Then $RM^2\ge RM\ge b+1$, so

$$g(M)=M(RM^2-b)\ge M\ge |U|.$$

Since $g$ is odd, $g(-M)\le -|U|$. By continuity $g$ takes the value $U$ somewhere between.

## Two steady states force $aR>1$

Let $x\ne y$ be steady states at the same voltage. Subtracting their equations gives

$$(x-y)\left[R(x^2+xy+y^2)-b\right]=0,\qquad\text{so}\qquad R(x^2+xy+y^2)=b.$$

Now $x^2+xy+y^2=\tfrac12\left[(x+y)^2+x^2+y^2\right]$ is positive, because $x$ and $y$ are not both zero. Hence $b>0$. If $aR\le 1$, there is therefore at most one steady state, and existence supplies it.

Conversely, if $b>0$, then $g(x)=0$ has the three solutions $0$ and $\pm\sqrt{b/R}$, so uniqueness fails at $U=0$.

## The voltages with several steady states

At a steady state $x$ we have $U=x(Rx^2-b)$. With $w=Rx^2$,

$$4b^3-27RU^2=4b^3-27w(w-b)^2=(4b-3w)(b-3w)^2.$$

Call the left side $D$. Any other steady state $y$ solves $Ry^2+Rxy+Rx^2-b=0$, so

$$y=\frac{-x\pm s}{2},\qquad Rs^2=4b-3Rx^2.$$

The first factor of $D$ thus decides whether these roots are real. The second vanishes where $g'(x)=3Rx^2-b=0$, that is, where one of them coincides with $x$.

**At least two steady states exist exactly when $b>0$ and $D\ge 0$.** Given distinct $x,y$, we know $b>0$, and the chord relation turns the first factor into $R(x+2y)^2\ge 0$, so $D\ge0$. Conversely, let $b>0$ and $D\ge0$, and take any steady state $x$. If $4b-3Rx^2$ were negative, then $b-3Rx^2$ would be negative too, and $D<0$, a contradiction. So a real $s\ge 0$ exists. For $x\le 0$ take $y=(-x+s)/2\ge 0$; it equals $x$ only if $x=s=0$, which would give $b=0$. For $x>0$ take $y=(-x-s)/2<0$.

**Three distinct steady states exist exactly when $D>0$.** Given three, $x,y,z$, subtracting the chord relations for $(x,y)$ and $(x,z)$ gives $x+y+z=0$. The factors become $R(y-z)^2$ and $R(y-x)(x-z)$, so

$$D=R^3(y-z)^2(y-x)^2(x-z)^2>0.$$

Conversely, $D>0$ makes the first factor positive and the second nonzero. Then $s\ne0$, so the two roots differ. Neither equals $x$, since $s=\pm3x$ would give $b=3Rx^2$.

The condition $b>0$ is easily lost from the first criterion, because the second does not need it: $D>0$ already forces $b>0$. But at $b=0$ and $U=0$ the inequality $D\ge0$ reads $0\ge0$, while $Rx^3=0$ has only the solution $x=0$.

## The slope form

Since $f'(x)=3x^2-a$, we have $1+Rf'(x)=3Rx^2-b$, which is smallest at $x=0$. It is nonnegative everywhere exactly when $b\le0$. The inequality is not strict: at $aR=1$ the load curve is flat at the origin and still takes each value once.

## Circuit quantities as Lean objects

All quantities are real numbers. `characteristic a x` is the current $f(x)$, and `IsSteadyState a R U x` is the proposition that the voltage balance holds. The hypothesis `hR : 0 < R` says that the series resistance is positive; $a$ is unrestricted.

In `unique_steadyState_iff`, the expression `∀ U, ∃! x, IsSteadyState a R U x` says that each applied voltage has one and only one steady state. The two multiplicity theorems fix $U$ and count distinct potentials, not roots with multiplicity. In `unique_steadyState_iff_conductance`, the differential conductance is Mathlib's `deriv` of the characteristic.

The statements concern this cubic and a single potential for the whole electrode. They do not treat stability, oscillations or spatial patterns.

A dynamical model would start from $C\dot x=(U-x)/R-f(x)$, with a double-layer capacitance $C>0$. Its rest points are the same steady states, so the counts would not change, but stability could then be formulated, with the sign of $1+Rf'(x)$ governing the linearised motion.

## The complete file

```lean
import Mathlib

namespace ElectrodeBistability

/-- The current through the electrode at electrode potential `x`, in scaled units. -/
def characteristic (a x : ℝ) : ℝ := x ^ 3 - a * x

/-- The electrode potential `x` and the ohmic drop across the series resistance `R`
add up to the applied voltage `U`. -/
def IsSteadyState (a R U x : ℝ) : Prop := x + R * characteristic a x = U

/-- With a positive series resistance there is a steady state at every applied voltage. -/
theorem exists_steadyState (a U : ℝ) {R : ℝ} (hR : 0 < R) :
    ∃ x, IsSteadyState a R U x := by
  -- at a large potential M the load curve exceeds |U|, and the curve is odd
  obtain ⟨M, hM1, hMU, hRM⟩ :
      ∃ M : ℝ, 1 ≤ M ∧ |U| ≤ M ∧ |a * R - 1| + 1 ≤ R * M := by
    have hq : 0 ≤ (|a * R - 1| + 1) / R := by positivity
    have hU : 0 ≤ |U| := abs_nonneg U
    refine ⟨1 + |U| + (|a * R - 1| + 1) / R, by linarith, by linarith, ?_⟩
    have h1 : R * ((|a * R - 1| + 1) / R) = |a * R - 1| + 1 := by field_simp
    have h2 : 0 ≤ R * (1 + |U|) := by positivity
    rw [mul_add, h1]
    linarith
  have hb : a * R - 1 ≤ |a * R - 1| := le_abs_self _
  have hRM0 : 0 ≤ R * M := by positivity
  have h3 : R * M ≤ R * M * M := le_mul_of_one_le_right hRM0 hM1
  have h4 : 0 ≤ M * (R * M * M - (a * R - 1) - 1) :=
    mul_nonneg (by linarith) (by linarith)
  have key : |U| ≤ M + R * (M ^ 3 - a * M) := by linarith
  have hc : Continuous (fun x : ℝ => x + R * (x ^ 3 - a * x)) := by fun_prop
  have hlo : -|U| ≤ U := neg_abs_le U
  have hhi : U ≤ |U| := le_abs_self U
  obtain ⟨x, hx⟩ := mem_range_of_exists_le_of_exists_ge hc
    (c := U) ⟨-M, by linarith⟩ ⟨M, by linarith⟩
  exact ⟨x, hx⟩

/-- Two distinct steady states `x`, `y` at the same applied voltage satisfy
`R (x² + x y + y²) = a R - 1`. -/
theorem chord_relation {a R U x y : ℝ} (hx : IsSteadyState a R U x)
    (hy : IsSteadyState a R U y) (hxy : x ≠ y) :
    R * (x ^ 2 + x * y + y ^ 2) = a * R - 1 := by
  unfold IsSteadyState characteristic at hx hy
  apply mul_left_cancel₀ (sub_ne_zero.2 hxy)
  linear_combination hx - hy

/-- At a steady state `x` the discriminant of the steady-state equation, up to a factor `R`,
is a product of a linear factor and a square in `R x²`. -/
theorem discriminant_factorization {a R U x : ℝ} (hx : IsSteadyState a R U x) :
    4 * (a * R - 1) ^ 3 - 27 * R * U ^ 2 =
      (4 * (a * R - 1) - 3 * R * x ^ 2) * (a * R - 1 - 3 * R * x ^ 2) ^ 2 := by
  unfold IsSteadyState characteristic at hx
  rw [← hx]
  ring

/-- The electrode has at least two steady states at the applied voltage `U` exactly when
`a R > 1` and `27 R U² ≤ 4 (a R - 1)³`. -/
theorem multiple_steadyStates_iff (a U : ℝ) {R : ℝ} (hR : 0 < R) :
    (∃ x y, x ≠ y ∧ IsSteadyState a R U x ∧ IsSteadyState a R U y) ↔
      1 < a * R ∧ 27 * R * U ^ 2 ≤ 4 * (a * R - 1) ^ 3 := by
  constructor
  · rintro ⟨x, y, hxy, hx, hy⟩
    have h := chord_relation hx hy hxy
    have hne : x - y ≠ 0 := sub_ne_zero.2 hxy
    have hd : 0 < (x - y) ^ 2 := by positivity
    have hq : 0 < x ^ 2 + x * y + y ^ 2 := by nlinarith [sq_nonneg (x + y)]
    have hb := mul_pos hR hq
    refine ⟨by linarith, ?_⟩
    have hf := discriminant_factorization hx
    have h1 : 4 * (a * R - 1) - 3 * R * x ^ 2 = R * (x + 2 * y) ^ 2 := by
      linear_combination -4 * h
    rw [h1] at hf
    have h2 : 0 ≤ R * (x + 2 * y) ^ 2 * (a * R - 1 - 3 * R * x ^ 2) ^ 2 := by positivity
    linarith
  · rintro ⟨hb, hU⟩
    obtain ⟨x, hx⟩ := exists_steadyState a U hR
    have hf := discriminant_factorization hx
    -- the quadratic left after splitting off x has real roots
    have hE : 0 ≤ 4 * (a * R - 1) - 3 * R * x ^ 2 := by
      by_contra hneg
      have hneg' := not_le.1 hneg
      have h1 : a * R - 1 - 3 * R * x ^ 2 < 0 := by linarith
      have h2 := mul_neg_of_neg_of_pos hneg' (pow_pos (neg_pos.2 h1) 2)
      rw [neg_sq] at h2
      linarith
    obtain ⟨s, hs0, hs⟩ : ∃ s : ℝ, 0 ≤ s ∧ R * s ^ 2 = 4 * (a * R - 1) - 3 * R * x ^ 2 :=
      ⟨√((4 * (a * R - 1) - 3 * R * x ^ 2) / R), Real.sqrt_nonneg _, by
        rw [Real.sq_sqrt (div_nonneg hE hR.le)]
        field_simp⟩
    have hx' := hx
    unfold IsSteadyState characteristic at hx'
    -- take the root on the other side of zero
    rcases le_or_gt x 0 with hx0 | hx0
    · refine ⟨x, (-x + s) / 2, ?_, hx, ?_⟩
      · intro he
        have hxz : x = 0 := by linarith
        have hsz : s = 0 := by linarith
        rw [hxz, hsz] at hs
        linarith
      · unfold IsSteadyState characteristic
        linear_combination hx' + ((-x + s) / 2 - x) * (hs / 4)
    · refine ⟨x, (-x - s) / 2, ?_, hx, ?_⟩
      · intro he
        linarith
      · unfold IsSteadyState characteristic
        linear_combination hx' + ((-x - s) / 2 - x) * (hs / 4)

/-- The electrode has three distinct steady states at the applied voltage `U` exactly when
`27 R U² < 4 (a R - 1)³`. -/
theorem three_steadyStates_iff (a U : ℝ) {R : ℝ} (hR : 0 < R) :
    (∃ x y z, x ≠ y ∧ x ≠ z ∧ y ≠ z ∧ IsSteadyState a R U x ∧
      IsSteadyState a R U y ∧ IsSteadyState a R U z) ↔
      27 * R * U ^ 2 < 4 * (a * R - 1) ^ 3 := by
  constructor
  · rintro ⟨x, y, z, hxy, hxz, hyz, hx, hy, hz⟩
    have h := chord_relation hx hy hxy
    have h' := chord_relation hx hz hxz
    have hyx' : y - x ≠ 0 := sub_ne_zero.2 hxy.symm
    have hxz' : x - z ≠ 0 := sub_ne_zero.2 hxz
    have hyz' : y - z ≠ 0 := sub_ne_zero.2 hyz
    -- the three potentials add up to zero
    have hsum : x + y + z = 0 := by
      apply mul_left_cancel₀ (mul_ne_zero hR.ne' hyz')
      linear_combination h - h'
    have hzz : z = -x - y := by linarith
    have h1 : 4 * (a * R - 1) - 3 * R * x ^ 2 = R * (y - z) ^ 2 := by
      rw [hzz]
      linear_combination -4 * h
    have h2 : a * R - 1 - 3 * R * x ^ 2 = R * ((y - x) * (x - z)) := by
      rw [hzz]
      linear_combination -h
    have hf := discriminant_factorization hx
    rw [h1, h2] at hf
    have h3 : 0 < R * (y - z) ^ 2 * (R * ((y - x) * (x - z))) ^ 2 := by positivity
    linarith
  · intro hU
    obtain ⟨x, hx⟩ := exists_steadyState a U hR
    have hf := discriminant_factorization hx
    have hP : 0 < (4 * (a * R - 1) - 3 * R * x ^ 2) *
        (a * R - 1 - 3 * R * x ^ 2) ^ 2 := by linarith
    have hE : 0 < 4 * (a * R - 1) - 3 * R * x ^ 2 :=
      pos_of_mul_pos_left hP (sq_nonneg _)
    have hne : a * R - 1 - 3 * R * x ^ 2 ≠ 0 := by
      intro h0
      rw [h0] at hP
      norm_num at hP
    obtain ⟨s, hs⟩ : ∃ s : ℝ, R * s ^ 2 = 4 * (a * R - 1) - 3 * R * x ^ 2 :=
      ⟨√((4 * (a * R - 1) - 3 * R * x ^ 2) / R), by
        rw [Real.sq_sqrt (div_nonneg hE.le hR.le)]
        field_simp⟩
    have hx' := hx
    unfold IsSteadyState characteristic at hx'
    refine ⟨x, (-x + s) / 2, (-x - s) / 2, ?_, ?_, ?_, hx, ?_, ?_⟩
    · intro he
      have h3 : s = 3 * x := by linarith
      rw [h3] at hs
      exact hne (by linarith)
    · intro he
      have h3 : s = -(3 * x) := by linarith
      rw [h3] at hs
      exact hne (by linarith)
    · intro he
      have h3 : s = 0 := by linarith
      rw [h3] at hs
      linarith
    · unfold IsSteadyState characteristic
      linear_combination hx' + ((-x + s) / 2 - x) * (hs / 4)
    · unfold IsSteadyState characteristic
      linear_combination hx' + ((-x - s) / 2 - x) * (hs / 4)

/-- The electrode in series with a resistance `R > 0` has exactly one steady state at every
applied voltage if and only if `a R ≤ 1`. -/
theorem unique_steadyState_iff (a : ℝ) {R : ℝ} (hR : 0 < R) :
    (∀ U, ∃! x, IsSteadyState a R U x) ↔ a * R ≤ 1 := by
  constructor
  · intro h
    by_contra hb
    have hb' : 0 < a * R - 1 := by linarith [not_le.1 hb]
    -- beyond the threshold uniqueness already fails at zero voltage
    have h0 : 27 * R * (0 : ℝ) ^ 2 ≤ 4 * (a * R - 1) ^ 3 := by
      have := pow_pos hb' 3
      linarith
    obtain ⟨x, y, hxy, hx, hy⟩ :=
      (multiple_steadyStates_iff a 0 hR).2 ⟨not_le.1 hb, h0⟩
    exact hxy ((h 0).unique hx hy)
  · intro hb U
    obtain ⟨x, hx⟩ := exists_steadyState a U hR
    refine ⟨x, hx, fun y hy => ?_⟩
    by_contra hyx
    exact absurd ((multiple_steadyStates_iff a U hR).1 ⟨y, x, hyx, hy, hx⟩).1
      (not_lt.2 hb)

/-- There is exactly one steady state at every applied voltage if and only if
`1 + R f'(x) ≥ 0` at every potential, where `f'` is the differential conductance. -/
theorem unique_steadyState_iff_conductance (a : ℝ) {R : ℝ} (hR : 0 < R) :
    (∀ U, ∃! x, IsSteadyState a R U x) ↔
      ∀ x, 0 ≤ 1 + R * deriv (characteristic a) x := by
  have hd : ∀ x, deriv (characteristic a) x = 3 * x ^ 2 - a := by
    intro x
    have h : HasDerivAt (fun t : ℝ => t ^ 3 - a * t) (3 * x ^ 2 - a) x := by
      have h1 := (hasDerivAt_pow 3 x).fun_sub ((hasDerivAt_id' x).const_mul a)
      exact h1.congr_deriv (by norm_num)
    exact h.deriv
  rw [unique_steadyState_iff a hR]
  constructor
  · intro hb x
    rw [hd]
    have := mul_nonneg hR.le (sq_nonneg x)
    linarith
  · intro h
    have h0 := h 0
    rw [hd] at h0
    linarith

end ElectrodeBistability
```

```lean
#print axioms ElectrodeBistability.three_steadyStates_iff
-- 'ElectrodeBistability.three_steadyStates_iff' depends on axioms: [propext, Classical.choice, Quot.sound]
#print axioms ElectrodeBistability.unique_steadyState_iff
-- 'ElectrodeBistability.unique_steadyState_iff' depends on axioms: [propext, Classical.choice, Quot.sound]
#print axioms ElectrodeBistability.unique_steadyState_iff_conductance
-- 'ElectrodeBistability.unique_steadyState_iff_conductance' depends on axioms: [propext, Classical.choice, Quot.sound]
```

## From the load curve to the count

`exists_steadyState` builds $M$ as the sum $1+|U|+(|b|+1)/R$, which meets all three requirements at once. The fact `key` is the bound $|U|\le g(M)$, and `mem_range_of_exists_le_of_exists_ge` is the intermediate value step.

`chord_relation` cancels the nonzero factor $x-y$ with `mul_left_cancel₀`; `linear_combination hx - hy` is the subtraction of the two equations. `discriminant_factorization` replaces $U$ by the load curve at $x$ and leaves the polynomial identity to `ring`. Neither lemma needs a sign for $R$.

In `multiple_steadyStates_iff`, the forward direction obtains $b>0$ from the positive quadratic form and rewrites the first factor as $R(x+2y)^2$. The reverse direction proves `hE`, the nonnegativity of that factor, by the contradiction given above. It then defines $s$ by a square root and splits on the sign of $x$. The final `linear_combination` in each case uses

$$g(y)-g(x)=(y-x)\,\frac{Rs^2-(4b-3Rx^2)}{4},$$

which holds for either choice of $y=(-x\pm s)/2$ and vanishes by the definition of $s$.

`three_steadyStates_iff` derives `hsum`, the vanishing sum of the potentials, and substitutes $z=-x-y$ to get the two factors as products of differences; `positivity` then gives $D>0$. In reverse, it extracts `hE` and `hne` from the positive product and checks the three inequalities between $x$ and the two roots one by one.

`unique_steadyState_iff` uses the two-state criterion in both directions. If $aR>1$, the criterion at $U=0$ yields two distinct states, contradicting uniqueness there. If $aR\le1$, a second state at any voltage would imply $aR>1$. The conductance version computes the derivative in `hd`; evaluating the slope condition at $x=0$ gives $aR\le1$, and $Rx^2\ge0$ gives the converse.
